# Every monomial of the Laughlin polynomial is dominated by the root configuration

## Electrons in the lowest Landau level

Take $N$ particles in the plane in a strong magnetic field, all in the lowest Landau level. With the magnetic length set to 1, the orbital of angular momentum $l$ is
$$\varphi_l(z)=\frac{z^l e^{-|z|^2/4}}{\sqrt{2\pi\,2^l\,l!}} .$$
The Laughlin state at filling $1/m$ is a Gaussian times
$$\prod_{i<j}(z_i-z_j)^m ,$$
with $m$ odd for fermions and even for bosons. To compare it with a state found by exact diagonalisation, one can expand it in occupation-number states. Which sets of angular momenta can appear?

The exponents $d_0,\dots,d_{N-1}$ of a monomial are the angular momenta of the particles. The squeezing rule compares them with the root configuration $r_i=m(N-1-i)$, in which neighbouring occupied orbitals are $m$ apart. For this model wavefunction at finite $N$, it gives a necessary condition for an occupation-number state to have nonzero amplitude.

## The bound and the dominance order

Particles are numbered from 0. Suppose the monomial with exponents $d$ has nonzero coefficient. Then for every set $S$ of $k$ particles,
$$\sum_{i\in S}d_i\le m\sum_{j=0}^{k-1}(N-1-j),$$
and the total degree of $d$ equals that of $r$. Together these say that $r$ dominates $d$: the $k$ largest exponents of $d$ sum to at most the $k$ largest of $r$, for each $k$, with equal totals. Squeezing means moving two angular momenta towards each other by equal amounts, without passing. This keeps the total and never raises any of these partial sums, so it leads to configurations that the original one dominates.

## Counting the pairs that touch a set

Expanding the product means choosing $z_i$ or $-z_j$ from each of the $m$ copies of each factor. If $d$ has nonzero coefficient, at least one sequence of choices produces it.

A copy of $z_i-z_j$ adds one power to the variables in $S$ if the chosen variable lies in $S$, and none otherwise. It can do so only if $i$ or $j$ is in $S$. Hence $\sum_{i\in S}d_i$ is at most $m$ times the number of pairs that touch $S$.

To count these pairs, build $S$ one particle at a time. When $j$ particles are already present, the next one brings in only pairs with partners outside the enlarged set, of which there are $N-(j+1)$. Summing over $j=0,\dots,k-1$ gives the bound.

For the total degree, every copy of every factor contributes exactly one power, whichever variable is chosen. Choosing $z_i$ every time gives the exponents $r$, since $i$ is the smaller index in $N-1-i$ pairs. So $d$ and $r$ have equal totals.

Finally, the first $k$ exponents of $r$ sum to $m\sum_{j=0}^{k-1}(N-1-j)$, which is the bound itself. This gives dominance.

## Four electrons at filling 1/3

For $N=4$, $m=3$ the root is $(9,6,3,0)$, with total angular momentum 18. The bound for $k=1$ restricts the orbitals to $l\le 9$, which leaves 18 Slater determinants with this total. For $k=2$ the bound is 15, which removes $(9,8,1,0)$ and $(9,7,2,0)$. The expansion therefore needs at most 16 determinants.

Amplitudes in normalised orbitals need the norms restored. For $N=2$, $m=3$ the polynomial is $z_0^3-3z_0^2z_1+3z_0z_1^2-z_1^3$. The normalised amplitudes of the determinants $(3,0)$ and $(2,1)$ are $1/2$ and $-\sqrt3/2$, up to a common phase.

## How the Lean objects represent the state

`laughlin R N m` is a polynomial in variables indexed by `Fin N`, with coefficients in any commutative ring `R`; the physical case is $\mathbb{C}$. An exponent vector is a `Fin N →₀ ℕ`, and `coeff d (laughlin R N m) ≠ 0` says that its monomial occurs. This is the only hypothesis of `squeezing_rule`, `total_degree_eq` and `root_dominates`; $N$ and $m$ are arbitrary natural numbers.

`Dominates r d` puts the dominating configuration first. It avoids sorting: for each set `S` there must be a set `T` of equal size whose exponents in `r` sum to at least those of `d` on `S`. Taking `S` to hold the $k$ largest exponents of `d` recovers the usual partial sums.

A different definition would sort both vectors into partitions and compare those partial sums directly. It would look like the textbook order, but deducing from it a bound on an arbitrary set `S` would use the additional fact that no $k$ exponents exceed the $k$ largest in sum.

The step from polynomial to quantum state is made outside Lean: one attaches the Gaussian and the orbital norms and groups permuted monomials into occupation-number states. The norms are nonzero, and permuted monomials have coefficients that agree up to the sign required by the statistics, so nothing cancels in the grouping and the same configurations occur. The theorems leave open which of the permitted monomials have nonzero coefficients.

## The complete Lean file

```lean
import Mathlib

open MvPolynomial

namespace LaughlinSqueezing

variable {R : Type*} [CommRing R] {N m : ℕ}

/-- The pairs of particles `i < j`. -/
def pairs (N : ℕ) : Finset (Fin N × Fin N) :=
  Finset.univ.filter (fun p => p.1 < p.2)

/-- The Laughlin polynomial: the product over pairs `i < j` of `(z_i - z_j)^m`. -/
noncomputable def laughlin (R : Type*) [CommRing R] (N m : ℕ) : MvPolynomial (Fin N) R :=
  ∏ p ∈ pairs N, (X p.1 - X p.2) ^ m

/-- The root configuration: particle `i = 0, ..., N-1` has exponent `m (N - 1 - i)`. -/
noncomputable def root (N m : ℕ) : Fin N →₀ ℕ :=
  Finsupp.equivFunOnFinite.symm (fun i => m * (N - (i.val + 1)))

/-- Dominance order on exponents, irrespective of their order: each sum of `k` exponents of `d`
is at most some sum of `k` exponents of `r`, and the total degrees agree. -/
def Dominates (r d : Fin N →₀ ℕ) : Prop :=
  (∀ S : Finset (Fin N), ∃ T : Finset (Fin N),
    T.card = S.card ∧ ∑ i ∈ S, d i ≤ ∑ i ∈ T, r i) ∧ ∑ i, d i = ∑ i, r i

/-- A monomial occurring in a product is a product of monomials occurring in the factors. -/
theorem exists_split {P Q : MvPolynomial (Fin N) R} {d : Fin N →₀ ℕ}
    (h : coeff d (P * Q) ≠ 0) : ∃ a b, a + b = d ∧ coeff a P ≠ 0 ∧ coeff b Q ≠ 0 := by
  rw [coeff_mul] at h
  obtain ⟨x, hx, hne⟩ := Finset.exists_ne_zero_of_sum_ne_zero h
  exact ⟨x.1, x.2, Finset.HasAntidiagonal.mem_antidiagonal.mp hx, left_ne_zero_of_mul hne,
    right_ne_zero_of_mul hne⟩

private theorem eq_zero_of_coeff_one {d : Fin N →₀ ℕ}
    (h : coeff d (1 : MvPolynomial (Fin N) R) ≠ 0) : d = 0 := by
  by_contra hc
  apply h
  rw [coeff_one, if_neg (fun e => hc e.symm)]

private theorem coeff_factor {i j : Fin N} {d : Fin N →₀ ℕ}
    (h : coeff d (X i - X j : MvPolynomial (Fin N) R) ≠ 0) :
    d = Finsupp.single i 1 ∨ d = Finsupp.single j 1 := by
  by_contra hc
  rw [not_or] at hc
  apply h
  rw [coeff_sub, coeff_X, coeff_X, if_neg (fun e => hc.1 e.symm),
    if_neg (fun e => hc.2 e.symm), sub_zero]

/-- Let `C` relate polynomials to labels, with `1` related to `0` and labels adding when polynomials
are multiplied. If each factor `z_i - z_j` is related to a label `g (i, j)`, then the Laughlin
polynomial is related to the sum of `m • g (i, j)` over the pairs `i < j`. -/
theorem laughlin_induction {M : Type*} [AddCommMonoid M]
    (C : MvPolynomial (Fin N) R → M → Prop) (h1 : C 1 0)
    (hmul : ∀ P Q a b, C P a → C Q b → C (P * Q) (a + b)) (g : Fin N × Fin N → M)
    (hg : ∀ p ∈ pairs N, C (X p.1 - X p.2) (g p)) :
    C (laughlin R N m) (∑ p ∈ pairs N, m • g p) := by
  have hpow : ∀ p ∈ pairs N, ∀ n : ℕ, C ((X p.1 - X p.2) ^ n) (n • g p) := by
    intro p hp n
    induction n with
    | zero => rw [pow_zero, zero_nsmul]; exact h1
    | succ n ih => rw [pow_succ, succ_nsmul]; exact hmul _ _ _ _ ih (hg p hp)
  have hprod : ∀ s : Finset (Fin N × Fin N), s ⊆ pairs N →
      C (∏ p ∈ s, (X p.1 - X p.2) ^ m) (∑ p ∈ s, m • g p) := by
    intro s
    induction s using Finset.induction_on with
    | empty => intro _; rw [Finset.prod_empty, Finset.sum_empty]; exact h1
    | insert a s ha ih =>
      intro hs
      rw [Finset.prod_insert ha, Finset.sum_insert ha]
      exact hmul _ _ _ _ (hpow a (hs (Finset.mem_insert_self a s)) m)
        (ih (fun x hx => hs (Finset.mem_insert_of_mem hx)))
  exact hprod _ (fun _ h => h)

/-- At most `(N-1) + (N-2) + ... + (N-k)` pairs involve a member of a set of `k` particles. -/
theorem card_touching_le (S : Finset (Fin N)) :
    ((pairs N).filter (fun p => p.1 ∈ S ∨ p.2 ∈ S)).card
      ≤ ∑ j ∈ Finset.range S.card, (N - (j + 1)) := by
  induction S using Finset.induction_on with
  | empty => simp
  | insert a S ha ih =>
    -- a newly touched pair joins `a` to a particle outside the enlarged set
    have hsub : (pairs N).filter (fun p => p.1 ∈ insert a S ∨ p.2 ∈ insert a S) ⊆
        (pairs N).filter (fun p => p.1 ∈ S ∨ p.2 ∈ S) ∪
          ((insert a S)ᶜ).image (fun j => (min a j, max a j)) := by
      rintro ⟨i, j⟩ h
      simp only [pairs, Finset.mem_filter, Finset.mem_univ, true_and, Finset.mem_insert,
        Finset.mem_union, Finset.mem_image, Finset.mem_compl] at h ⊢
      obtain ⟨hij, h⟩ := h
      by_cases hS : i ∈ S ∨ j ∈ S
      · exact Or.inl ⟨hij, hS⟩
      · right
        rw [not_or] at hS
        rcases h with (e | e) | (e | e)
        · refine ⟨j, ?_, ?_⟩
          · rintro (e' | e')
            · exact hij.ne (e.trans e'.symm)
            · exact hS.2 e'
          · rw [← e, min_eq_left hij.le, max_eq_right hij.le]
        · exact absurd e hS.1
        · refine ⟨i, ?_, ?_⟩
          · rintro (e' | e')
            · exact hij.ne (e'.trans e.symm)
            · exact hS.1 e'
          · rw [← e, min_eq_right hij.le, max_eq_left hij.le]
        · exact absurd e hS.2
    have h3 : (((insert a S)ᶜ).image (fun j => (min a j, max a j))).card
        ≤ N - (S.card + 1) :=
      Finset.card_image_le.trans (le_of_eq (by
        rw [Finset.card_compl, Fintype.card_fin, Finset.card_insert_of_notMem ha]))
    rw [Finset.card_insert_of_notMem ha, Finset.sum_range_succ]
    exact ((Finset.card_le_card hsub).trans (Finset.card_union_le _ _)).trans
      (add_le_add ih h3)

/-- Squeezing rule: in every monomial of the Laughlin polynomial, the exponents of any `k`
variables sum to at most `m ((N-1) + (N-2) + ... + (N-k))`. -/
theorem squeezing_rule {d : Fin N →₀ ℕ} (hd : coeff d (laughlin R N m) ≠ 0)
    (S : Finset (Fin N)) :
    ∑ i ∈ S, d i ≤ m * ∑ j ∈ Finset.range S.card, (N - (j + 1)) := by
  have hs : ∀ a : Fin N, ∑ x ∈ S, (Finsupp.single a 1 : Fin N →₀ ℕ) x
      = if a ∈ S then 1 else 0 := by
    intro a
    simp [Finsupp.single_apply]
  -- each factor gives at most one power to `S`, and only if its pair touches `S`
  have key := laughlin_induction (R := R) (N := N) (m := m)
    (fun P (e : ℕ) => ∀ d, coeff d P ≠ 0 → ∑ i ∈ S, d i ≤ e)
    (by
      intro d hd
      rw [eq_zero_of_coeff_one hd]
      simp)
    (by
      intro P Q a b hP hQ d hd
      obtain ⟨x, y, rfl, hx, hy⟩ := exists_split hd
      simp only [Finsupp.add_apply, Finset.sum_add_distrib]
      exact add_le_add (hP x hx) (hQ y hy))
    (fun p => if p.1 ∈ S ∨ p.2 ∈ S then 1 else 0)
    (by
      intro p _ d hd
      rcases coeff_factor hd with rfl | rfl
      · rw [hs]
        by_cases h : p.1 ∈ S <;> simp [h]
      · rw [hs]
        by_cases h : p.2 ∈ S <;> simp [h])
  have h := key d hd
  simp only [smul_eq_mul] at h
  rw [← Finset.mul_sum, ← Finset.card_filter] at h
  exact h.trans (Nat.mul_le_mul le_rfl (card_touching_le S))

/-- The root configuration arises by choosing `z_i` from every factor `z_i - z_j`, `i < j`. -/
theorem root_eq_sum :
    root N m = ∑ p ∈ pairs N, m • (Finsupp.single p.1 1 : Fin N →₀ ℕ) := by
  ext i
  have happ : (∑ p ∈ pairs N, m • (Finsupp.single p.1 1 : Fin N →₀ ℕ)) i
      = ∑ p ∈ pairs N, (m • (Finsupp.single p.1 1 : Fin N →₀ ℕ)) i :=
    map_sum (Finsupp.applyAddHom i) _ _
  have hf : (pairs N).filter (fun p => p.1 = i) = (Finset.Ioi i).image (fun j => (i, j)) := by
    ext ⟨a, b⟩
    simp only [pairs, Finset.mem_filter, Finset.mem_univ, true_and, Finset.mem_image,
      Finset.mem_Ioi, Prod.mk.injEq]
    constructor
    · rintro ⟨h, rfl⟩
      exact ⟨b, h, rfl, rfl⟩
    · rintro ⟨j, h, rfl, rfl⟩
      exact ⟨h, rfl⟩
  rw [happ]
  simp only [Finsupp.smul_apply, smul_eq_mul, Finsupp.single_apply]
  rw [← Finset.mul_sum, ← Finset.card_filter, hf,
    Finset.card_image_of_injective _ (fun x y h => (Prod.mk.inj h).2), Fin.card_Ioi]
  change m * (N - (i.val + 1)) = m * (N - 1 - i.val)
  congr 1
  omega

/-- Every monomial of the Laughlin polynomial has the total degree of the root. -/
theorem total_degree_eq {d : Fin N →₀ ℕ} (hd : coeff d (laughlin R N m) ≠ 0) :
    ∑ i, d i = ∑ i, root N m i := by
  have key := laughlin_induction (R := R) (N := N) (m := m)
    (fun P (a : Fin N →₀ ℕ) => ∀ d, coeff d P ≠ 0 → ∑ i, d i = ∑ i, a i)
    (fun d hd => congrArg (fun f : Fin N →₀ ℕ => ∑ i, f i) (eq_zero_of_coeff_one hd))
    (by
      intro P Q a b hP hQ d hd
      obtain ⟨x, y, rfl, hx, hy⟩ := exists_split hd
      simp only [Finsupp.add_apply, Finset.sum_add_distrib]
      rw [hP x hx, hQ y hy])
    (fun p => Finsupp.single p.1 1)
    (by
      intro p _ d hd
      rcases coeff_factor hd with rfl | rfl <;> simp [Finsupp.single_apply])
  rw [root_eq_sum]
  exact key d hd

/-- Every monomial with nonzero coefficient in the Laughlin polynomial is dominated by the
root configuration. -/
theorem root_dominates {d : Fin N →₀ ℕ} (hd : coeff d (laughlin R N m) ≠ 0) :
    Dominates (root N m) d := by
  refine ⟨fun S => ?_, total_degree_eq hd⟩
  have hk : S.card ≤ N := by simpa using Finset.card_le_univ S
  -- the first `k` particles carry the largest exponents of the root
  refine ⟨Finset.univ.map ⟨Fin.castLE hk, Fin.castLE_injective hk⟩, by simp, ?_⟩
  refine (squeezing_rule hd S).trans (le_of_eq ?_)
  rw [Finset.sum_map, Finset.mul_sum]
  exact (Fin.sum_univ_eq_sum_range (fun j => m * (N - (j + 1))) S.card).symm

end LaughlinSqueezing
```

```lean
#print axioms LaughlinSqueezing.root_dominates
-- 'LaughlinSqueezing.root_dominates' depends on axioms: [propext, Classical.choice, Quot.sound]
```

## From single factors to the whole product

`exists_split` replaces the sequence of choices made by hand. A nonzero coefficient of `P * Q` is a sum with a nonzero term, so the monomial splits into one from each factor. `coeff_factor` says that $z_i-z_j$ contains only the monomials $z_i$ and $z_j$.

`laughlin_induction` carries an additive label through the product, first by induction on the power and then over the set of pairs. It is used twice:

- In `squeezing_rule` the label is a number bounding the powers in `S`. A factor gets 1 if its pair touches `S` and 0 otherwise, so the final label is $m$ times the number of touching pairs.
- In `total_degree_eq` the label is an exponent vector with the same total as every monomial present. A factor gets the exponent vector of $z_i$, and `root_eq_sum` identifies the final label with the root by counting the pairs whose first member is $i$.

`card_touching_le` adds particles to `S` by induction. Its step `hsub` shows that each newly touched pair joins the new particle `a` to some `j` outside the enlarged set, written in order as `(min a j, max a j)`. The step `h3` bounds the number of such pairs by $N-(k+1)$, where $k$ is the size of the old set.

In `root_dominates`, `T` consists of the first `S.card` particles, embedded in `Fin N` by `Fin.castLE`. The sum of their root exponents equals the bound from `squeezing_rule`, and `total_degree_eq` supplies the equality of totals.
